# Without a sum rule, a set of perturbed sites determines every symmetry-invariant response matrix exactly when it meets every class of equivalent sites

My supercell has four transition-metal atoms, which form two pairs of symmetry-equivalent sites. For a linear-response \(U\), I shift the potential on one atom and record the occupation changes on all four, which gives one column of the response matrix. I need the whole matrix, because it is inverted. Is one run per pair enough? And since the matrix is symmetric, so that the rows I know also fill in parts of the missing columns, could I get away with a single run?

## Two runs suffice here, and one leaves the matrix open

Let \(X_{ij}\) be the response at site \(i\) to a perturbation at site \(j\), and let a group \(G\) permute the sites. We require \(X_{ij}=X_{ji}\), the reciprocity of static response, and \(X_{gi,gj}=X_{ij}\), which holds when the atomic structure, the unperturbed state and the site projectors all have the symmetry \(G\). If magnetic order makes two atoms inequivalent, \(G\) must not exchange them.

Let \(S\) be the set of perturbed sites. Suppose every site can be moved into \(S\), and let \(X\) and \(Y\) be two responses with the same columns in \(S\). For any \(j\), choose \(g\) with \(gj\in S\). Then

\[
X_{ij}=X_{gi,gj}=Y_{gi,gj}=Y_{ij}.
\]

Conversely, let \(M\) be the set of sites that no operation moves into \(S\), and suppose it is not empty. If \(k\) moves \(gj\) into \(S\), then \(kg\) moves \(j\) there; if \(k\) moves \(j\) into \(S\), then \(kg^{-1}\) moves \(gj\) there. So \(M\) is invariant. Put \(m_j=1\) on \(M\) and \(0\) elsewhere. The matrix \(m_i\delta_{ij}\) is an admissible response, is nonzero, and vanishes in every column of \(S\), so the data cannot distinguish it from zero. Reciprocity does not remove this ambiguity, because a diagonal matrix is already symmetric. Admissible means here that the two conditions above hold. The static response of a stable ground state is also negative semidefinite; where an example here or below is positive, its negative serves equally well.

For finitely many sites, a determining \(S\) therefore has at least one member per class, and one representative of each class is enough.

The ambiguity reaches the inverse. Compare \(-\delta_{ij}\) with the diagonal matrix that has \(-2\) on \(M\) and \(-1\) elsewhere. They agree on the measured columns, but at a missed site their inverses have diagonal entries \(-1\) and \(-1/2\). Such an entry enters \(U_i=(\chi_0^{-1}-\chi^{-1})_{ii}\), where \(\chi_0\) and \(\chi\) are the bare and the self-consistent response.

Invariance matters on the diagonal too. For two sites exchanged by \(G\) and \(S=\{1\}\), the matrices \(\mathrm{diag}(0,1)\) and \(0\) share column 1. Both are symmetric with invariant off-diagonal entries, so these properties alone do not make one run enough.

## Charge conservation can save one run, but not for a pair

Now let every row sum to zero: a uniform shift of all sites does nothing and, by reciprocity, the induced charges cancel. This assumes that the sites together account for all the responding charge, which the d occupations of the metal atoms alone need not do. Then \(S\) suffices exactly when \(M\) has at most one site. If \(M\) contains distinct \(a,b\), set \(c=\sum_k m_k\) and

\[
Z_{ij}=c\,m_i\delta_{ij}-m_im_j .
\]

This is an admissible response with row sums \(c\,m_i-m_ic=0\). It vanishes in the columns of \(S\), yet \(Z_{ab}=-1\). If only \(j\) is missed, reciprocity gives \(X_{ij}=X_{ji}\) for \(i\ne j\) from known columns, and the sum rule gives \(X_{jj}=-\sum_{k\ne j}X_{jk}\). In your cell a skipped pair means two missed sites, so you still need two runs.

## The statements and their proofs in Lean

`IsResponse` holds the two conditions on \(X\), `Determines` says that agreement on the columns in `S` forces equality, and `missed` is \(M\). The criterion `determines_iff` needs neither a finite group nor finitely many sites; the other three main theorems assume finitely many sites. The model has one real number per pair of sites and noise-free columns, without orbital or spin channels.

```lean
import Mathlib

open Matrix

namespace LinearResponseSites

variable (G : Type*) {ι : Type*} [Group G] [MulAction G ι]

/-- A response matrix: real, symmetric, and unchanged when a symmetry operation moves both the
perturbed site and the responding site. -/
structure IsResponse (X : Matrix ι ι ℝ) : Prop where
  symm : ∀ i j, X i j = X j i
  invariant : ∀ (g : G) (i j : ι), X (g • i) (g • j) = X i j

/-- Perturbing the sites in `S` determines the response: two response matrices with the same
columns in `S` are equal. -/
def Determines (S : Set ι) : Prop :=
  ∀ X Y : Matrix ι ι ℝ, IsResponse G X → IsResponse G Y →
    (∀ j ∈ S, ∀ i, X i j = Y i j) → X = Y

/-- The sites that no symmetry operation carries into `S`. -/
def missed (S : Set ι) : Set ι := {j | ∀ g : G, g • j ∉ S}

/-- Any given symmetry image of a site is missed by `S` exactly when the site itself is missed. -/
theorem smul_mem_missed (S : Set ι) (g : G) (j : ι) :
    g • j ∈ missed G S ↔ j ∈ missed G S := by
  constructor
  · intro h k hk
    exact h (k * g⁻¹) (by rw [smul_smul, inv_mul_cancel_right]; exact hk)
  · intro h k hk
    exact h (k * g) (by rw [mul_smul]; exact hk)

/-- A purely on-site response is a response matrix if its strength is the same on
symmetry-equivalent sites. -/
theorem diagonal_isResponse [DecidableEq ι] (f : ι → ℝ)
    (hf : ∀ (g : G) (i : ι), f (g • i) = f i) : IsResponse G (diagonal f) := by
  constructor
  · intro i j
    by_cases h : i = j
    · rw [h]
    · simp [h, Ne.symm h]
  · intro g i j
    by_cases h : i = j
    · simp [h, hf]
    · simp [h]

/-- The columns in `S` determine every response matrix if and only if `S` contains a site from
every class of symmetry-equivalent sites. -/
theorem determines_iff (S : Set ι) :
    Determines G S ↔ ∀ i : ι, ∃ g : G, g • i ∈ S := by
  classical
  constructor
  · intro h i
    by_contra hne
    have hi : i ∈ missed G S := fun g hg => hne ⟨g, hg⟩
    -- an on-site response living on the missed sites is invisible in `S`
    let f : ι → ℝ := fun j => if j ∈ missed G S then 1 else 0
    have hX : IsResponse G (diagonal f) :=
      diagonal_isResponse G f (fun g j => by simp [f, smul_mem_missed])
    have h0 : IsResponse G (0 : Matrix ι ι ℝ) := ⟨fun _ _ => rfl, fun _ _ _ => rfl⟩
    have e := h _ _ hX h0 (by
      intro j hj k
      have hj' : j ∉ missed G S := fun hm => hm 1 (by rw [one_smul]; exact hj)
      by_cases hk : k = j
      · simp [hk, f, hj']
      · simp [hk])
    have e' := congrFun (congrFun e i) i
    simp [f, hi] at e'
  · intro h X Y hX hY e
    ext i j
    -- carry the column of `j` to an equivalent perturbed site
    obtain ⟨g, hg⟩ := h j
    rw [← hX.invariant g i j, ← hY.invariant g i j]
    exact e _ hg _

/-- For finitely many sites, the least number of perturbed sites that determines every response
matrix is the number of classes of symmetry-equivalent sites. -/
theorem least_number_of_perturbations [Finite ι] :
    (∀ S : Finset ι, Determines G (S : Set ι) →
      Nat.card (Quotient (MulAction.orbitRel G ι)) ≤ S.card) ∧
    ∃ S : Finset ι, Determines G (S : Set ι) ∧
      S.card = Nat.card (Quotient (MulAction.orbitRel G ι)) := by
  classical
  constructor
  · intro S hS
    have hsurj : Function.Surjective
        (fun j : S => Quotient.mk (MulAction.orbitRel G ι) j.1) := by
      intro q
      obtain ⟨i, rfl⟩ := Quotient.exists_rep q
      obtain ⟨g, hg⟩ := (determines_iff G _).mp hS i
      exact ⟨⟨g • i, Finset.mem_coe.mp hg⟩, Quotient.sound (MulAction.mem_orbit i g)⟩
    have h := Nat.card_le_card_of_surjective _ hsurj
    rwa [Nat.card_eq_fintype_card (α := S), Fintype.card_coe] at h
  · -- choose one representative of each class
    let _ : Fintype (Quotient (MulAction.orbitRel G ι)) := Fintype.ofFinite _
    let r : Quotient (MulAction.orbitRel G ι) → ι := fun q => q.out
    have hr : Function.Injective r := fun a b h =>
      (Quotient.out_eq a).symm.trans
        ((congrArg (Quotient.mk (MulAction.orbitRel G ι)) h).trans (Quotient.out_eq b))
    refine ⟨Finset.univ.image r, (determines_iff G _).mpr ?_, ?_⟩
    · intro i
      have h0 := Quotient.exact (Quotient.out_eq (Quotient.mk (MulAction.orbitRel G ι) i))
      have h : (Quotient.mk (MulAction.orbitRel G ι) i).out ∈ MulAction.orbit G i := h0
      obtain ⟨g, hg⟩ := h
      exact ⟨g, Finset.mem_coe.mpr (Finset.mem_image.mpr
        ⟨Quotient.mk (MulAction.orbitRel G ι) i, Finset.mem_univ _, hg.symm⟩)⟩
    · rw [Finset.card_image_of_injective _ hr, Finset.card_univ, Nat.card_eq_fintype_card]

/-- For finitely many sites: if no site equivalent to `i` is perturbed, two invertible response
matrices can agree on all perturbed columns and still differ in the diagonal entry of the inverse
response at `i`. -/
theorem inverse_response_undetermined [Fintype ι] [DecidableEq ι] (S : Set ι) (i : ι)
    (hi : i ∈ missed G S) :
    ∃ X Y : Matrix ι ι ℝ, IsResponse G X ∧ IsResponse G Y ∧ IsUnit X ∧ IsUnit Y ∧
      (∀ j ∈ S, ∀ k, X k j = Y k j) ∧ X⁻¹ i i ≠ Y⁻¹ i i := by
  classical
  let f : ι → ℝ := fun j => if j ∈ missed G S then -2 else -1
  let d : ι → ℝ := fun j => if j ∈ missed G S then -1 / 2 else -1
  let u : ι → ℝ := fun _ => -1
  have hu : diagonal u * diagonal u = 1 := by
    rw [diagonal_mul_diagonal, ← diagonal_one]
    congr 1
    funext j
    norm_num [u]
  have hf : diagonal f * diagonal d = 1 := by
    rw [diagonal_mul_diagonal, ← diagonal_one]
    congr 1
    funext j
    by_cases hj : j ∈ missed G S <;> norm_num [f, d, hj]
  refine ⟨diagonal u, diagonal f, diagonal_isResponse G u (fun _ _ => rfl),
    diagonal_isResponse G f (fun g j => by simp [f, smul_mem_missed]),
    ⟨⟨_, _, hu, hu⟩, rfl⟩, ⟨⟨_, _, hf, mul_eq_one_comm.mp hf⟩, rfl⟩, ?_, ?_⟩
  · intro j hj k
    have hj' : j ∉ missed G S := fun hm => hm 1 (by rw [one_smul]; exact hj)
    by_cases hk : k = j
    · simp [hk, u, f, hj']
    · simp [hk]
  · rw [inv_eq_right_inv hu, inv_eq_right_inv hf, diagonal_apply_eq, diagonal_apply_eq]
    norm_num [u, d, hi]

/-- For finitely many sites with charge conservation (every row of the response sums to zero), the
columns in `S` determine the response if and only if at most one site has no equivalent site in `S`.
-/
theorem neutral_determines_iff [Fintype ι] (S : Set ι) :
    (∀ X Y : Matrix ι ι ℝ, IsResponse G X → IsResponse G Y →
      (∀ i, ∑ j, X i j = 0) → (∀ i, ∑ j, Y i j = 0) →
      (∀ j ∈ S, ∀ i, X i j = Y i j) → X = Y) ↔ (missed G S).Subsingleton := by
  classical
  constructor
  · intro h a ha b hb
    by_contra hab
    -- charge flowing only among the missed sites
    let m : ι → ℝ := fun j => if j ∈ missed G S then 1 else 0
    have hm : ∀ (g : G) (j : ι), m (g • j) = m j := fun g j => by
      simp [m, smul_mem_missed]
    let X : Matrix ι ι ℝ := fun i j => (if i = j then (∑ k, m k) * m i else 0) - m i * m j
    have hX : IsResponse G X := by
      constructor
      · intro i j
        by_cases hij : i = j
        · rw [hij]
        · simp only [X, if_neg hij, if_neg (Ne.symm hij)]
          ring
      · intro g i j
        by_cases hij : i = j
        · simp [X, hm, hij]
        · simp [X, hm, hij]
    have hrow : ∀ i, ∑ j, X i j = 0 := by
      intro i
      simp only [X, Finset.sum_sub_distrib, Finset.sum_ite_eq, Finset.mem_univ, if_true,
        ← Finset.mul_sum]
      ring
    have e := h X 0 hX ⟨fun _ _ => rfl, fun _ _ _ => rfl⟩ hrow (fun i => by simp) (by
      intro j hj k
      have hj' : j ∉ missed G S := fun hm => hm 1 (by rw [one_smul]; exact hj)
      have hmj : m j = 0 := if_neg hj'
      by_cases hk : k = j
      · simp [X, hk, hmj]
      · simp [X, hk, hmj])
    have e' := congrFun (congrFun e a) b
    simp [X, m, hab, ha, hb] at e'
  · intro hsub X Y hX hY nX nY e
    have col : ∀ j, j ∉ missed G S → ∀ i, X i j = Y i j := by
      intro j hj i
      obtain ⟨g, hg⟩ : ∃ g : G, g • j ∈ S := by
        by_contra hne
        exact hj (fun g hg => hne ⟨g, hg⟩)
      rw [← hX.invariant g i j, ← hY.invariant g i j]
      exact e _ hg _
    ext i j
    by_cases hj : j ∈ missed G S
    · have off : ∀ k, k ≠ j → X j k = Y j k := fun k hk =>
        col k (fun hkM => hk (hsub hkM hj)) j
      by_cases hij : i = j
      · -- the remaining diagonal entry follows from the sum rule
        rw [hij]
        have hx : X j j + ∑ k ∈ Finset.univ.erase j, X j k = ∑ k, X j k :=
          Finset.add_sum_erase _ (fun k => X j k) (Finset.mem_univ j)
        have hy : Y j j + ∑ k ∈ Finset.univ.erase j, Y j k = ∑ k, Y j k :=
          Finset.add_sum_erase _ (fun k => Y j k) (Finset.mem_univ j)
        have hs : ∑ k ∈ Finset.univ.erase j, X j k = ∑ k ∈ Finset.univ.erase j, Y j k :=
          Finset.sum_congr rfl (fun k hk => off k (Finset.ne_of_mem_erase hk))
        linarith [nX j, nY j]
      · rw [hX.symm i j, hY.symm i j]
        exact off i hij
    · exact col j hj i

end LinearResponseSites
```

```lean
#print axioms LinearResponseSites.least_number_of_perturbations
#print axioms LinearResponseSites.inverse_response_undetermined
#print axioms LinearResponseSites.neutral_determines_iff
```

```
'LinearResponseSites.least_number_of_perturbations' depends on axioms: [propext, Classical.choice, Quot.sound]
'LinearResponseSites.inverse_response_undetermined' depends on axioms: [propext, Classical.choice, Quot.sound]
'LinearResponseSites.neutral_determines_iff' depends on axioms: [propext, Classical.choice, Quot.sound]
```

`smul_mem_missed` is the invariance of \(M\), and `diagonal_isResponse` shows that the diagonal matrices used in the proofs are admissible. In `determines_iff`, one direction compares such an example with zero at entry \((i,i)\); the other rewrites with `invariant` to reach a measured column. `least_number_of_perturbations` uses the surjection from `S` onto the classes for the lower bound, and chosen representatives to attain it.

`inverse_response_undetermined` verifies the two inverses by multiplication. It concerns invertible responses, whereas a neutral response on at least one site is singular. In `neutral_determines_iff`, the matrix called `X` in the first half is \(Z\), evaluated at \((a,b)\); in the second half, `linarith` solves the sum rule for the last diagonal entry.
